# Transmission through a rectangular graphene barrier with propagating waves inside

A ballistic conductance calculation for a gated graphene sheet sums a transmission probability over the transverse momenta. For non-interacting massless Dirac electrons in one valley and a sharp-edged barrier with propagating waves inside, the matching conditions give this probability in closed form, so a program can evaluate it without solving a linear system for each momentum.

## Waves, edges and conventions

```lean
import Mathlib

open Real (cos sin)

namespace GrapheneBarrier

noncomputable section
```

An electron arrives from the conduction band with its wave vector at angle u to the barrier normal. Inside the barrier the wave vector has angle v, and the band sign s is +1 for the conduction band and −1 for the valence band, where the velocity is opposite to the wave vector. Crossing the barrier adds the longitudinal phase p. All four are real numbers in Lean, so evanescent waves inside are left out. The phase factor e^(iθ) is `phase θ`.

```lean
/-- The phase factor `exp(iθ)` of a real angle. -/
def phase (θ : ℝ) : ℂ := Complex.exp (θ * Complex.I)
```

A spinor is a pair of complex numbers, one for each sublattice. The two waves that share an energy and a transverse momentum are (1, s e^(iθ)) and (1, −s e^(−iθ)). Both have squared norm 2; the normalised spinors carry a factor 1/√2, which is common to all waves and leaves the amplitude ratios unchanged.

```lean
/-- The spinor `(1, s exp(iθ))` of a plane wave at angle `θ` with band sign `s`. -/
def wave (s θ : ℝ) : ℂ × ℂ := (1, s * phase θ)

/-- The spinor `(1, -s exp(-iθ))` of the wave with reversed longitudinal momentum. -/
def mirrorWave (s θ : ℝ) : ℂ × ℂ := (1, -(s * phase (-θ)))
```

The amplitudes are r for reflection, A and B inside, and t for transmission, with the phase of t counted from the right edge. `Matching` says that the spinor is continuous at both edges. The plane waves are taken as given, not derived from a Hamiltonian, and u and v are independent: conservation of transverse momentum is not imposed.

```lean
/-- Continuity of the spinor at both edges of a barrier: angle `u` outside, angle `v` and
band sign `s` inside, and longitudinal phase `p` gathered across the barrier. -/
structure Matching (u v p s : ℝ) (r A B t : ℂ) : Prop where
  left : wave 1 u + r • mirrorWave 1 u = A • wave s v + B • mirrorWave s v
  right : (A * phase p) • wave s v + (B * phase (-p)) • mirrorWave s v = t • wave 1 u
```

Write D for the combination `denom u v p s`:

D = cos p cos u cos v + i sin p (sin u sin v − s)

```lean
/-- The denominator of the transmission amplitude,
`cos p cos u cos v + i sin p (sin u sin v - s)`. -/
def denom (u v p s : ℝ) : ℂ :=
  (cos p : ℂ) * ((cos u : ℂ) * (cos v : ℂ))
    + Complex.I * (sin p : ℂ) * ((sin u : ℂ) * (sin v : ℂ) - (s : ℂ))
```

The longitudinal current is 2v_F Re(ψ₁* ψ₂), where v_F is the Fermi velocity and ψ₁, ψ₂ are the spinor components. `current` leaves out the factor 2v_F.

```lean
/-- The longitudinal current of a spinor, `Re(ψ₁* ψ₂)`, in units of twice the Fermi velocity. -/
def current (ψ : ℂ × ℂ) : ℝ := (starRingEnd ℂ ψ.1 * ψ.2).re
```

## (a) Real and imaginary parts of a phase

Show that

e^(iθ) = cos θ + i sin θ

This is Euler's formula for a real angle. The proof also moves the real cosine and sine into the complex numbers.

```lean
lemma phase_eq (θ : ℝ) : phase θ = (cos θ : ℂ) + (sin θ : ℂ) * Complex.I := by
  rw [phase, Complex.exp_mul_I, Complex.ofReal_cos, Complex.ofReal_sin]
```

## (b) Opposite phases multiply to one

Show that

e^(iθ) e^(−iθ) = 1

The exponents add to zero.

```lean
lemma phase_mul_neg (θ : ℝ) : phase θ * phase (-θ) = 1 := by
  rw [phase, phase, ← Complex.exp_add]
  simp
```

## (c) Opposite phases add to a cosine

Show that

e^(iθ) + e^(−iθ) = 2 cos θ

By (a), the sines cancel and the cosines add.

```lean
lemma phase_add_neg (θ : ℝ) : phase θ + phase (-θ) = 2 * (cos θ : ℂ) := by
  simp only [phase_eq, Real.cos_neg, Real.sin_neg, Complex.ofReal_neg]
  ring
```

## (d) Matching in components

Show that continuity at the two edges is equivalent to

1 + r = A + B
e^(iu) − r e^(−iu) = s (A e^(iv) − B e^(−iv))
A e^(ip) + B e^(−ip) = t
s (A e^(ip) e^(iv) − B e^(−ip) e^(−iv)) = t e^(iu)

Two spinors are equal exactly when both components are. The left edge gives the first two equations and the right edge the last two. In the proof `simp only` splits the pairs, and `linear_combination` rearranges each component.

```lean
/-- The matching conditions written out for the two sublattice components. -/
theorem matching_iff (u v p s : ℝ) (r A B t : ℂ) : Matching u v p s r A B t ↔
    1 + r = A + B ∧ phase u - r * phase (-u) = s * (A * phase v - B * phase (-v)) ∧
    A * phase p + B * phase (-p) = t ∧
    s * (A * phase p * phase v - B * phase (-p) * phase (-v)) = t * phase u := by
  constructor
  · rintro ⟨h1, h2⟩
    simp only [wave, mirrorWave, Prod.smul_mk, Prod.mk_add_mk, Prod.mk.injEq, smul_eq_mul,
      Complex.ofReal_one] at h1 h2
    exact ⟨by linear_combination h1.1, by linear_combination h1.2,
      by linear_combination h2.1, by linear_combination h2.2⟩
  · rintro ⟨e1, e2, e3, e4⟩
    constructor <;> simp only [wave, mirrorWave, Prod.smul_mk, Prod.mk_add_mk, Prod.mk.injEq,
      smul_eq_mul, Complex.ofReal_one]
    · exact ⟨by linear_combination e1, by linear_combination e2⟩
    · exact ⟨by linear_combination e3, by linear_combination e4⟩
```

## (e) Four times D as a sum of products

For s² = 1, show that

4D = e^(−ip) (s e^(iu) + e^(−iv)) (e^(−iu) + s e^(iv)) + e^(ip) (e^(iv) − s e^(iu)) (e^(−iu) − s e^(−iv))

Multiplying out and using s² = 1 turns the right side into

e^(−ip) [2s + 2 cos(u+v)] + e^(ip) [2 cos(u−v) − 2s]

The part with cos p is 2 cos(u+v) + 2 cos(u−v) = 4 cos u cos v. The part with i sin p is 2 cos(u−v) − 2 cos(u+v) − 4s = 4 (sin u sin v − s). The auxiliary equation `e` in the proof is the multiplied-out form.

```lean
lemma four_denom (u v p s : ℝ) (hs : s ^ 2 = 1) : 4 * denom u v p s =
    phase (-p) * (s * phase u + phase (-v)) * (phase (-u) + s * phase v)
      + phase p * (phase v - s * phase u) * (phase (-u) - s * phase (-v)) := by
  have hs' : (s : ℂ) ^ 2 = 1 := by exact_mod_cast hs
  have e : phase (-p) * (s * phase u + phase (-v)) * (phase (-u) + s * phase v)
      + phase p * (phase v - s * phase u) * (phase (-u) - s * phase (-v))
      = phase (-p) * (2 * s + phase u * phase v + phase (-u) * phase (-v))
      + phase p * (phase (-u) * phase v + phase u * phase (-v) - 2 * s) := by
    linear_combination s * (phase (-p) - phase p) * (phase_mul_neg u)
      + s * (phase (-p) - phase p) * (phase_mul_neg v)
      + (phase (-p) * phase u * phase v + phase p * phase u * phase (-v)) * hs'
  rw [e]
  simp only [denom, phase_eq, Real.cos_neg, Real.sin_neg, Complex.ofReal_neg]
  linear_combination 4 * Complex.I * (sin p : ℂ) * (sin u : ℂ) * (sin v : ℂ) * Complex.I_sq
```

## (f) The transmission amplitude

For s² = 1, show that every solution of the matching conditions satisfies

t D = cos u cos v

Multiply the third equation of (d) by e^(−iv) and add s times the fourth. For B, multiply the third by e^(iv) and subtract s times the fourth. After removing the phases e^(±ip),

2A cos v = t e^(−ip) (s e^(iu) + e^(−iv))
2B cos v = t e^(ip) (e^(iv) − s e^(iu))

Multiply the first equation by e^(−iu) and add the second, which removes r:

2 cos u = A (e^(−iu) + s e^(iv)) + B (e^(−iu) − s e^(−iv))

Multiply this by 2 cos v and insert A and B. By (e), the result is 4 cos u cos v = 4tD. These three relations are `hA`, `hB` and `hE`, with 2 cos u and 2 cos v written as sums of phases.

```lean
/-- For `s² = 1`, every solution of the matching conditions satisfies
`t (cos p cos u cos v + i sin p (sin u sin v - s)) = cos u cos v`. -/
theorem transmission_amplitude {u v p s : ℝ} {r A B t : ℂ} (hs : s ^ 2 = 1)
    (h : Matching u v p s r A B t) : t * denom u v p s = (cos u : ℂ) * (cos v : ℂ) := by
  obtain ⟨e1, e2, e3, e4⟩ := (matching_iff u v p s r A B t).mp h
  have hs' : (s : ℂ) ^ 2 = 1 := by exact_mod_cast hs
  have hq := phase_mul_neg p
  -- the right edge gives both inner amplitudes in terms of t
  have hA : A * (phase v + phase (-v)) = t * phase (-p) * (s * phase u + phase (-v)) := by
    linear_combination phase (-p) * phase (-v) * e3 + s * phase (-p) * e4
      + (-(A * phase (-v)) - A * phase v * s ^ 2) * hq
      + (B * phase (-p) ^ 2 * phase (-v) - A * phase v) * hs'
  have hB : B * (phase v + phase (-v)) = t * phase p * (phase v - s * phase u) := by
    linear_combination phase p * phase v * e3 - s * phase p * e4
      + (-(B * phase v) - B * phase (-v) * s ^ 2) * hq
      + (A * phase p ^ 2 * phase v - B * phase (-v)) * hs'
  -- the left edge, with r eliminated
  have hE : phase u + phase (-u)
      = A * (phase (-u) + s * phase v) + B * (phase (-u) - s * phase (-v)) := by
    linear_combination phase (-u) * e1 + e2
  linear_combination t / 4 * four_denom u v p s hs
    - 1 / 4 * ((phase v + phase (-v)) * hE + (phase (-u) + s * phase v) * hA
      + (phase (-u) - s * phase (-v)) * hB)
    + (phase v + phase (-v)) / 4 * phase_add_neg u + (cos u : ℂ) / 2 * phase_add_neg v
```

## (g) The modulus of D

For s² = 1, show that

|D|² = (cos u cos v)² + (sin p (sin u − s sin v))²

The real and imaginary parts of D give

|D|² = cos²p (cos u cos v)² + sin²p (sin u sin v − s)²

Since (cos u cos v)² = 1 − sin²u − sin²v + sin²u sin²v,

(sin u sin v − s)² = (cos u cos v)² + (sin u − s sin v)²

This is `k` in the proof. Inserting it and using cos²p + sin²p = 1 completes the step.

```lean
lemma normSq_denom (u v p s : ℝ) (hs : s ^ 2 = 1) : Complex.normSq (denom u v p s) =
    (cos u * cos v) ^ 2 + (sin p * (sin u - s * sin v)) ^ 2 := by
  have e : denom u v p s = ((cos p * (cos u * cos v) : ℝ) : ℂ)
      + ((sin p * (sin u * sin v - s) : ℝ) : ℂ) * Complex.I := by
    unfold denom
    push_cast
    ring
  have k : (sin u * sin v - s) ^ 2 = (cos u * cos v) ^ 2 + (sin u - s * sin v) ^ 2 := by
    linear_combination -(1 - sin v ^ 2) * Real.sin_sq_add_cos_sq u
      - cos u ^ 2 * Real.sin_sq_add_cos_sq v + (1 - sin v ^ 2) * hs
  rw [e, Complex.normSq_add_mul_I]
  linear_combination sin p ^ 2 * k + (cos u * cos v) ^ 2 * Real.sin_sq_add_cos_sq p
```

## (h) A balance for |t|²

For s² = 1, show that

|t|² [(cos u cos v)² + (sin p (sin u − s sin v))²] = (cos u cos v)²

Take the squared modulus of (f) and insert (g).

```lean
lemma transmission_balance {u v p s : ℝ} {r A B t : ℂ} (hs : s ^ 2 = 1)
    (h : Matching u v p s r A B t) :
    ‖t‖ ^ 2 * ((cos u * cos v) ^ 2 + (sin p * (sin u - s * sin v)) ^ 2)
      = (cos u * cos v) ^ 2 := by
  have k := congrArg Complex.normSq (transmission_amplitude hs h)
  simp only [map_mul, Complex.normSq_ofReal] at k
  rw [normSq_denom u v p s hs] at k
  rw [Complex.sq_norm]
  linear_combination k
```

## (i) A solution exists

For cos u and cos v nonzero and s² = 1, find r, A, B and t that satisfy

1 · (1, e^(iu)) + r (1, −e^(−iu)) = A (1, s e^(iv)) + B (1, −s e^(−iv))

together with continuity at the right edge.

By (g), |D|² ≥ (cos u cos v)² > 0, so t = cos u cos v / D is defined. Take A and B from the formulas in (f), which needs cos v ≠ 0, and set r = A + B − 1. The first equation of (d) then holds. Multiply the other three by 2 cos v: the second reduces to 4 cos u cos v = 4tD, and in the third and fourth the sums collapse to 2t cos v and 2t e^(iu) cos v. The proof cancels the common factor with `mul_right_cancel₀`.

```lean
/-- For `cos u` and `cos v` nonzero and `s² = 1`, the matching problem has a solution. -/
theorem matching_solvable {u v s : ℝ} (p : ℝ) (hu : cos u ≠ 0) (hv : cos v ≠ 0)
    (hs : s ^ 2 = 1) : ∃ r A B t : ℂ, Matching u v p s r A B t := by
  have hs' : (s : ℂ) ^ 2 = 1 := by exact_mod_cast hs
  have hq := phase_mul_neg p
  have hD : denom u v p s ≠ 0 := by
    have hc : 0 < (cos u * cos v) ^ 2 := by positivity
    intro h0
    have k := normSq_denom u v p s hs
    rw [h0, map_zero] at k
    linarith [sq_nonneg (sin p * (sin u - s * sin v))]
  have hn : phase v + phase (-v) ≠ 0 := by
    rw [phase_add_neg]
    exact mul_ne_zero two_ne_zero (Complex.ofReal_ne_zero.mpr hv)
  obtain ⟨t, ht⟩ : ∃ t : ℂ, t * denom u v p s = (cos u : ℂ) * (cos v : ℂ) :=
    ⟨_, div_mul_cancel₀ _ hD⟩
  obtain ⟨A, hA⟩ : ∃ A : ℂ, A * (phase v + phase (-v))
      = t * phase (-p) * (s * phase u + phase (-v)) := ⟨_, div_mul_cancel₀ _ hn⟩
  obtain ⟨B, hB⟩ : ∃ B : ℂ, B * (phase v + phase (-v))
      = t * phase p * (phase v - s * phase u) := ⟨_, div_mul_cancel₀ _ hn⟩
  refine ⟨A + B - 1, A, B, t, (matching_iff _ _ _ _ _ _ _ _).mpr ⟨by ring, ?_, ?_, ?_⟩⟩
  all_goals apply mul_right_cancel₀ hn
  · linear_combination -(phase (-u) + s * phase v) * hA - (phase (-u) - s * phase (-v)) * hB
      + t * four_denom u v p s hs - 4 * ht
      + (phase v + phase (-v)) * phase_add_neg u + 2 * (cos u : ℂ) * phase_add_neg v
  · linear_combination phase p * hA + phase (-p) * hB + t * (phase v + phase (-v)) * hq
  · linear_combination s * phase p * phase v * hA - s * phase (-p) * phase (-v) * hB
      + t * phase u * (phase v + phase (-v)) * (s ^ 2 * hq + hs')
```

## (j) The inverse transmission probability

For cos u and cos v nonzero and s² = 1, show that every solution has t ≠ 0 and

1/|t|² = cos²p + sin²p (1 − s sin u sin v)² / (cos u cos v)²

If t were zero, (h) would give cos u cos v = 0. Dividing (h) gives

1/|t|² = 1 + sin²p (sin u − s sin v)² / (cos u cos v)²

Because s² = 1, the identity in (g) also reads

(sin u − s sin v)² = (1 − s sin u sin v)² − (cos u cos v)²

Inserting it turns 1 − sin²p into cos²p. The proof calls the identity `e` and the rewritten right side `f`.

```lean
/-- Transmission through a graphene barrier: for `cos u` and `cos v` nonzero and `s² = 1`, every
solution of the matching conditions has `t ≠ 0` and
`1/|t|² = cos² p + sin² p (1 - s sin u sin v)² / (cos u cos v)²`. -/
theorem inverse_transmission {u v p s : ℝ} {r A B t : ℂ} (hu : cos u ≠ 0) (hv : cos v ≠ 0)
    (hs : s ^ 2 = 1) (h : Matching u v p s r A B t) :
    t ≠ 0 ∧ 1 / ‖t‖ ^ 2 =
      cos p ^ 2 + sin p ^ 2 * (1 - s * sin u * sin v) ^ 2 / (cos u * cos v) ^ 2 := by
  have hc : (cos u * cos v) ^ 2 ≠ 0 := pow_ne_zero 2 (mul_ne_zero hu hv)
  have k := transmission_balance hs h
  have ht : t ≠ 0 := by
    rintro rfl
    apply hc
    rw [← k]
    simp
  have e : (1 - s * sin u * sin v) ^ 2 = (cos u * cos v) ^ 2 + (sin u - s * sin v) ^ 2 := by
    linear_combination -(1 - sin v ^ 2) * Real.sin_sq_add_cos_sq u
      - cos u ^ 2 * Real.sin_sq_add_cos_sq v + ((sin u * sin v) ^ 2 - sin v ^ 2) * hs
  have f : cos p ^ 2 + sin p ^ 2 * (1 - s * sin u * sin v) ^ 2 / (cos u * cos v) ^ 2
      = ((cos u * cos v) ^ 2 + (sin p * (sin u - s * sin v)) ^ 2) / (cos u * cos v) ^ 2 := by
    rw [eq_div_iff hc, add_mul, div_mul_cancel₀ _ hc]
    linear_combination sin p ^ 2 * e + (cos u * cos v) ^ 2 * Real.sin_sq_add_cos_sq p
  refine ⟨ht, ?_⟩
  rw [f, div_eq_div_iff (pow_ne_zero 2 (norm_ne_zero_iff.mpr ht)) hc]
  linear_combination -k
```

In code, let d be the barrier width, E > 0 the energy measured from the Dirac point outside, and V ≠ E the barrier height. The wavenumbers outside and inside are k = E/(ħv_F) and k′ = |E − V|/(ħv_F). For each transverse momentum q (in wavenumber units) with |q| < k and |q| < k′, set sin u = q/k, sin v = q/k′, s = sign(E − V) and p = d √(k′² − q²), with both cosines positive. Then evaluate the formula. Momenta with |q| ≥ k′ need separate treatment.

As an instance, take u = v = 30°, s = −1 and p = 90°. Then 1 − s sin u sin v = 5/4 and cos u cos v = 3/4, so 1/|t|² = (5/3)² = 25/9 and |t|² = 9/25.

## (k) Perfect transmission

Under the same conditions, show that

|t| = 1 ⇔ sin p = 0 or sin u = s sin v

In (h), |t| = 1 holds exactly when sin p (sin u − s sin v) = 0. At normal incidence, u = v = 0, the second condition holds for every p and both band signs. For s = −1 this is Klein tunnelling. With the angles set from q as in (j), the second condition holds only for q = 0 or V = 0.

```lean
/-- For `cos u` and `cos v` nonzero and `s² = 1`, the barrier transmits perfectly exactly
when `sin p = 0` or `sin u = s sin v`. -/
theorem perfect_transmission_iff {u v p s : ℝ} {r A B t : ℂ} (hu : cos u ≠ 0)
    (hv : cos v ≠ 0) (hs : s ^ 2 = 1) (h : Matching u v p s r A B t) :
    ‖t‖ = 1 ↔ sin p = 0 ∨ sin u = s * sin v := by
  have hc : (cos u * cos v) ^ 2 ≠ 0 := pow_ne_zero 2 (mul_ne_zero hu hv)
  have k := transmission_balance hs h
  rw [← sub_eq_zero (a := sin u), ← mul_eq_zero]
  constructor
  · intro h1
    rw [h1] at k
    exact pow_eq_zero_iff two_ne_zero |>.mp (by linear_combination k)
  · intro h0
    rw [h0] at k
    have h2 : ‖t‖ ^ 2 = 1 := mul_right_cancel₀ hc (by linear_combination k)
    exact (pow_eq_one_iff_of_nonneg (norm_nonneg t) two_ne_zero).mp h2
```

## (l) Current without interference

For complex x and y, show that the spinor ψ = x (1, s e^(iθ)) + y (1, −s e^(−iθ)) has

Re(ψ₁* ψ₂) = s cos θ (|x|² − |y|²)

Here ψ₁ = x + y and ψ₂ = s (x e^(iθ) − y e^(−iθ)). The cross terms in ψ₁* ψ₂ are s (y* x e^(iθ) − x* y e^(−iθ)), a number minus its conjugate times a real factor, so their real part vanishes. For s = ±1, the normalised wave at angle θ alone carries the current v_F s cos θ, and its mirror wave alone carries the opposite current.

```lean
/-- The current of two superposed counter-propagating waves is the sum of their separate signed
currents, without an interference term. -/
theorem current_superposition (s θ : ℝ) (x y : ℂ) :
    current (x • wave s θ + y • mirrorWave s θ)
      = s * cos θ * (Complex.normSq x - Complex.normSq y) := by
  simp only [current, wave, mirrorWave, phase_eq, Real.cos_neg, Real.sin_neg, Prod.smul_mk,
    Prod.mk_add_mk, smul_eq_mul, Complex.normSq_apply, Complex.add_re, Complex.add_im,
    Complex.mul_re, Complex.mul_im, Complex.neg_re, Complex.neg_im, Complex.ofReal_re,
    Complex.ofReal_im, Complex.I_re, Complex.I_im, Complex.one_re, Complex.one_im,
    Complex.conj_re, Complex.conj_im]
  ring
```

## (m) Reflection and transmission add to one

For cos u nonzero, show that

|r|² + |t|² = 1

Apply (l) on both sides of each edge. The phases e^(±ip) have modulus one, so

cos u (1 − |r|²) = s cos v (|A|² − |B|²) = cos u |t|²

Divide by cos u. The equalities at the two edges are `hl` and `hr`; neither s² = 1 nor cos v ≠ 0 is used. In the instance of (j), |r|² = 16/25.

```lean
/-- For `cos u` nonzero, the reflection and transmission probabilities add up to one. -/
theorem current_conservation {u v p s : ℝ} {r A B t : ℂ} (hu : cos u ≠ 0)
    (h : Matching u v p s r A B t) : ‖r‖ ^ 2 + ‖t‖ ^ 2 = 1 := by
  have hp (θ : ℝ) : Complex.normSq (phase θ) = 1 := by
    rw [phase_eq, Complex.normSq_add_mul_I, Real.cos_sq_add_sin_sq]
  -- equal currents on the two sides of each edge
  have hl : current ((1 : ℂ) • wave 1 u + r • mirrorWave 1 u)
      = current (A • wave s v + B • mirrorWave s v) := by rw [one_smul, h.left]
  have hr : current ((A * phase p) • wave s v + (B * phase (-p)) • mirrorWave s v)
      = current (t • wave 1 u + (0 : ℂ) • mirrorWave 1 u) := by
    rw [h.right, zero_smul, add_zero]
  simp only [current_superposition, map_mul, hp, map_one, map_zero] at hl hr
  rw [Complex.sq_norm, Complex.sq_norm]
  apply mul_left_cancel₀ hu
  linear_combination -hl - hr

end

end GrapheneBarrier
```

```lean
#print axioms GrapheneBarrier.matching_solvable
#print axioms GrapheneBarrier.inverse_transmission
#print axioms GrapheneBarrier.perfect_transmission_iff
#print axioms GrapheneBarrier.current_conservation
```

```
'GrapheneBarrier.matching_solvable' depends on axioms: [propext, Classical.choice, Quot.sound]
'GrapheneBarrier.inverse_transmission' depends on axioms: [propext, Classical.choice, Quot.sound]
'GrapheneBarrier.perfect_transmission_iff' depends on axioms: [propext, Classical.choice, Quot.sound]
'GrapheneBarrier.current_conservation' depends on axioms: [propext, Classical.choice, Quot.sound]
```
